# One angular channel of the potential in a sphere from its boundary value and a continuous density

Let R > 0, let l be a natural number, b a real number and ρ a continuous real function. For 0 < r ≤ R define

V(r) = (r/R)^l b + 4π/(2l+1) ∫₀ᴿ g(r,s) s² ρ(s) ds,

g(r,s) = min(r,s)^l / max(r,s)^(l+1) · (1 − (max(r,s)/R)^(2l+1)).

Then V(R) = b, and for 0 < r < R

(r² V′)′ = l(l+1) V − 4π r² ρ.

## A muffin-tin sphere with a known surface potential

Expand the charge density and the potential inside a sphere in real spherical harmonics. Let V(r) and ρ(r) be the coefficients of the potential and the charge density for one harmonic of degree l. The Poisson equation, in which the Laplacian of the full potential is −4π times the full charge density, then separates into one radial equation for each angular channel, namely the equation above. The function g is the radial Green function of a grounded sphere: it vanishes when r = R. The term (r/R)^l b solves the equation without charge and carries the boundary value.

In Weinert's method, the density in each sphere is replaced by a smooth pseudo-charge with the same multipole moments. The potential between the spheres follows from a Fourier series, and its values on the sphere surfaces serve as boundary data for the true density inside. The result here covers this last step, for one angular channel and a continuous density without the point nucleus; it doesn't construct the pseudo-charge or the Fourier solution.

## Separating inner and outer charge

Put c = 4π/(2l+1) and

u(r) = 1/r^(l+1) − r^l/R^(2l+1),

q(r) = ∫₀ʳ s^(l+2) ρ(s) ds,

S(r) = ∫ᵣᴿ u(s) s² ρ(s) ds.

Here u is the combination of the two charge-free solutions that vanishes at R, and q(r) is the multipole moment of the charge inside r. Multiplying out the bracket in g gives g(r,s) = min(r,s)^l u(max(r,s)). Splitting the integral at s = r yields

V = (r/R)^l b + c [u q + r^l S].

At r = R both u and S vanish, so V(R) = b.

## Two derivatives and the local source

The moving integration limits give q′ = r^(l+2) ρ and S′ = −u r² ρ. In V′ their contributions are c u r^(l+2) ρ and −c r^l u r² ρ, which cancel. With

w(r) = r² u′ = −(l+1)/r^l − l r^(l+1)/R^(2l+1),

the radial flux is therefore

r² V′ = l r^(l+1) b/R^l + c [w q + l r^(l+1) S].

Now differentiate again. Since w′ = l(l+1) u and (l r^(l+1))′ = l(l+1) r^l, the terms in which q and S are not differentiated add up to l(l+1) V. The remaining terms are

c ρ [w r^(l+2) − l r^(l+3) u] = c ρ [−(l+1) r² − l r²] = −4π r² ρ.

The terms with R^(2l+1) have cancelled in the bracket. What is left is r⁴ times the Wronskian r^l u′ − (r^l)′ u of two charge-free solutions, and it supplies the source.

The same argument works with u replaced by 1/r^(l+1) throughout and b set to zero. This gives the potential of the sphere's charge in free space, with boundary value c q(R)/R^(l+1); the file does not treat that variant separately.

## What the slope at the surface knows about the charge

At r = R we have S = 0 and w = −(2l+1)/R^l, so the slope from inside is

V′(R) = l b/R − 4π q(R)/R^(l+2).

For a given b, two densities thus produce the same slope exactly when their moments q(R) agree. This is how a pseudo-charge can stand in for the true charge as seen from the surface.

If b = c q(R)/R^(l+1), the value for an isolated sphere, the slope becomes −(l+1) b/R. It then matches the decaying exterior solution b (R/r)^(l+1). In a crystal, b also contains the potential of other charges, and this special value generally doesn't apply.

## On a radial mesh

A code first projects the interstitial potential at the sphere surface onto each harmonic, which gives b. It can then obtain q by a cumulative integral outwards and S by one inwards. The work per channel grows linearly with the number of mesh points, whereas evaluating the double dependence of g directly would make it quadratic. The slope formula offers a check on the numerical result.

## The Lean statement in words

`potential` is V, `radialGreen` is g, and `multipole`, `wallSol`, `shell` and `radialFlux` are q, u, S and r² V′. The theorem `potential_solves_poisson` assumes `Continuous ρ` and `0 < R`. It concludes that V takes the value b at R, that V is differentiable at each r in `Ioo 0 R`, and that x² V′(x) has the stated derivative there. Stating differentiability matters because `deriv` returns zero where no derivative exists.

The factor 4π fixes Gaussian-type units. Continuity is required on the whole real line, but only values on [0,R] enter, and a density continuous there can be extended by constants. A point nucleus is not included. The theorem says nothing about uniqueness, behaviour at the origin or the sum over channels.

The slope results use `Iic R`, so their derivatives at R are taken from inside. In `free_space_slope`, the hypothesis `hb` expresses that outside charges make no net contribution to b.

```lean
import Mathlib

open Set Filter Topology MeasureTheory
open scoped Real

namespace WeinertSphere

noncomputable section

/-- Radial Green function of a grounded sphere of radius `R > 0` in the channel `l`, for radii `r,
s` in `[0, R]` that are not both zero. -/
def radialGreen (l : ℕ) (R r s : ℝ) : ℝ :=
  min r s ^ l / max r s ^ (l + 1) * (1 - (max r s / R) ^ (2 * l + 1))

/-- Potential at radius `0 < r ≤ R` of the density `ρ` in a sphere with boundary value `b`. -/
def potential (l : ℕ) (R b : ℝ) (ρ : ℝ → ℝ) (r : ℝ) : ℝ :=
  (r / R) ^ l * b + 4 * π / (2 * l + 1) * ∫ s in (0 : ℝ)..R, radialGreen l R r s * s ^ 2 * ρ s

/-- The `l`-th multipole moment of the charge inside radius `r`. -/
def multipole (l : ℕ) (ρ : ℝ → ℝ) (r : ℝ) : ℝ := ∫ s in (0 : ℝ)..r, s ^ (l + 2) * ρ s

/-- The combination of `r^(-l-1)` and `r^l` that vanishes at `r = R`, for `r, R > 0`. -/
def wallSol (l : ℕ) (R r : ℝ) : ℝ := 1 / r ^ (l + 1) - r ^ l / R ^ (2 * l + 1)

/-- Integral of the charge between `r` and `R` against `wallSol`, for `0 < r ≤ R`. -/
def shell (l : ℕ) (R : ℝ) (ρ : ℝ → ℝ) (r : ℝ) : ℝ := ∫ s in r..R, wallSol l R s * s ^ 2 * ρ s

/-- The potential with inner and outer charge separated, for `0 < r ≤ R`. -/
def splitPotential (l : ℕ) (R b : ℝ) (ρ : ℝ → ℝ) (r : ℝ) : ℝ :=
  r ^ l / R ^ l * b +
    4 * π / (2 * l + 1) * (wallSol l R r * multipole l ρ r + r ^ l * shell l R ρ r)

/-- Explicit expression for the radial flux `r² V'`, where `V` is `splitPotential`, for `r, R > 0`.
-/
def radialFlux (l : ℕ) (R b : ℝ) (ρ : ℝ → ℝ) (r : ℝ) : ℝ :=
  l * r ^ (l + 1) / R ^ l * b + 4 * π / (2 * l + 1) *
    ((-(l + 1 : ℝ) * (1 / r ^ l) - l * r ^ (l + 1) / R ^ (2 * l + 1)) * multipole l ρ r
      + l * r ^ (l + 1) * shell l R ρ r)

variable {l : ℕ} {R b r : ℝ} {ρ : ℝ → ℝ}

lemma green_factor (t : ℝ) {m : ℝ} (hm : 0 < m) :
    t ^ l / m ^ (l + 1) * (1 - (m / R) ^ (2 * l + 1)) = t ^ l * wallSol l R m := by
  have e : m ^ (2 * l + 1) = m ^ l * m ^ (l + 1) := by ring
  have hq : m ^ (l + 1) ≠ 0 := (pow_pos hm _).ne'
  rw [wallSol, div_pow, e]
  generalize m ^ (l + 1) = q at hq ⊢
  have h : q * q⁻¹ = 1 := mul_inv_cancel₀ hq
  linear_combination (-(t ^ l * m ^ l * (R ^ (2 * l + 1))⁻¹)) * h

/-- Inside the sphere the Green-function integral separates into the charge inside `r`
and the charge outside `r`. -/
theorem potential_eq_split (hρ : Continuous ρ) (hr : 0 < r) (hrR : r ≤ R) :
    potential l R b ρ r = splitPotential l R b ρ r := by
  have hm : ∀ s, max r s ^ (l + 1) ≠ 0 := fun s => (pow_pos (lt_max_of_lt_left hr) _).ne'
  have h1 : Continuous fun s => min r s ^ l / max r s ^ (l + 1) :=
    Continuous.div (by fun_prop) (by fun_prop) hm
  have h2 : Continuous fun s => 1 - (max r s / R) ^ (2 * l + 1) := by fun_prop
  have hc : Continuous fun s => radialGreen l R r s * s ^ 2 * ρ s :=
    ((h1.mul h2).mul (continuous_pow 2)).mul hρ
  have i1 : ∫ s in (0 : ℝ)..r, radialGreen l R r s * s ^ 2 * ρ s
      = wallSol l R r * multipole l ρ r := by
    rw [multipole, ← intervalIntegral.integral_const_mul]
    apply intervalIntegral.integral_congr
    intro s hs
    rw [uIcc_of_le hr.le] at hs
    simp only [radialGreen, min_eq_right hs.2, max_eq_left hs.2, green_factor s hr]
    ring
  have i2 : ∫ s in r..R, radialGreen l R r s * s ^ 2 * ρ s = r ^ l * shell l R ρ r := by
    rw [shell, ← intervalIntegral.integral_const_mul]
    apply intervalIntegral.integral_congr
    intro s hs
    rw [uIcc_of_le hrR] at hs
    simp only [radialGreen, min_eq_left hs.1, max_eq_right hs.1,
      green_factor r (hr.trans_le hs.1)]
    ring
  rw [potential, splitPotential, div_pow, ← i1, ← i2,
    intervalIntegral.integral_add_adjacent_intervals
      (hc.intervalIntegrable _ _) (hc.intervalIntegrable _ _)]

lemma hasDerivAt_power (n : ℕ) (hr : 0 < r) :
    HasDerivAt (fun x : ℝ => x ^ n) (n * r ^ n / r) r := by
  refine (hasDerivAt_pow n r).congr_deriv ?_
  cases n with
  | zero => simp
  | succ k =>
    rw [Nat.add_sub_cancel, pow_succ, ← mul_assoc, mul_div_cancel_right₀ _ hr.ne']

lemma hasDerivAt_inv_power (n : ℕ) (hr : 0 < r) :
    HasDerivAt (fun x : ℝ => 1 / x ^ n) (-(n / (r ^ n * r))) r := by
  have hp : r ^ n ≠ 0 := (pow_pos hr n).ne'
  refine ((hasDerivAt_const r (1 : ℝ)).fun_div (hasDerivAt_power n hr) hp).congr_deriv ?_
  generalize r ^ n = p at hp ⊢
  simp only [zero_mul, one_mul, zero_sub]
  field_simp

lemma hasDerivAt_multipole (hρ : Continuous ρ) :
    HasDerivAt (multipole l ρ) (r ^ (l + 2) * ρ r) r := by
  have hc : Continuous fun s => s ^ (l + 2) * ρ s := (continuous_pow _).mul hρ
  exact intervalIntegral.integral_hasDerivAt_right (hc.intervalIntegrable _ _)
    (hc.stronglyMeasurableAtFilter _ _) hc.continuousAt

lemma hasDerivAt_shell (hρ : Continuous ρ) (hR : 0 < R) (hr : 0 < r) :
    HasDerivAt (shell l R ρ) (-(wallSol l R r * r ^ 2 * ρ r)) r := by
  have hw : ContinuousOn (fun s => wallSol l R s) (Ioi 0) :=
    (continuousOn_const.div (continuous_pow (l + 1)).continuousOn
      (fun x hx => (pow_pos (mem_Ioi.1 hx) _).ne')).sub
      ((continuous_pow l).continuousOn.div_const _)
  have hc : ContinuousOn (fun s => wallSol l R s * s ^ 2 * ρ s) (Ioi 0) :=
    (hw.mul (continuous_pow 2).continuousOn).mul hρ.continuousOn
  exact intervalIntegral.integral_hasDerivAt_left
    (hc.mono (fun x hx => lt_of_lt_of_le (lt_min hr hR) hx.1)).intervalIntegrable
    (ContinuousOn.stronglyMeasurableAtFilter isOpen_Ioi hc r hr)
    (hc.continuousAt (Ioi_mem_nhds hr))

/-- The split potential has slope `radialFlux / r²`. -/
theorem hasDerivAt_split (hρ : Continuous ρ) (hR : 0 < R) (hr : 0 < r) :
    HasDerivAt (splitPotential l R b ρ) (radialFlux l R b ρ r / r ^ 2) r := by
  have hp := hasDerivAt_power l hr
  have hw : HasDerivAt (wallSol l R) _ r :=
    (hasDerivAt_inv_power (l + 1) hr).fun_sub (hp.div_const (R ^ (2 * l + 1)))
  have h := ((hp.div_const (R ^ l)).mul_const b).fun_add
    (((hw.fun_mul (hasDerivAt_multipole (l := l) hρ)).fun_add
      (hp.fun_mul (hasDerivAt_shell (l := l) hρ hR hr))).const_mul (4 * π / (2 * l + 1)))
  refine h.congr_deriv ?_
  -- the terms from the moving integration limit cancel
  have hK : R ^ (2 * l + 1) ≠ 0 := (pow_pos hR _).ne'
  have hP : R ^ l ≠ 0 := (pow_pos hR _).ne'
  have hq : r ^ l ≠ 0 := (pow_pos hr _).ne'
  have hl : (2 * l + 1 : ℝ) ≠ 0 := by positivity
  simp only [radialFlux, wallSol, pow_add r l, pow_one, Nat.cast_add, Nat.cast_one]
  generalize R ^ (2 * l + 1) = K at hK ⊢
  generalize R ^ l = P at hP ⊢
  generalize r ^ l = p at hq ⊢
  field_simp
  ring

/-- The radial flux obeys the radial Poisson equation with source `ρ`. -/
theorem hasDerivAt_flux (hρ : Continuous ρ) (hR : 0 < R) (hr : 0 < r) :
    HasDerivAt (radialFlux l R b ρ)
      (l * (l + 1) * splitPotential l R b ρ r - 4 * π * r ^ 2 * ρ r) r := by
  have hp := (hasDerivAt_power (l + 1) hr).const_mul (l : ℝ)
  have hi := (hasDerivAt_inv_power l hr).const_mul (-(l + 1 : ℝ))
  have h := ((hp.div_const (R ^ l)).mul_const b).fun_add
    ((((hi.fun_sub (hp.div_const (R ^ (2 * l + 1)))).fun_mul
      (hasDerivAt_multipole (l := l) hρ)).fun_add
      (hp.fun_mul (hasDerivAt_shell (l := l) hρ hR hr))).const_mul (4 * π / (2 * l + 1)))
  refine h.congr_deriv ?_
  -- the Wronskian of the two homogeneous solutions leaves the local source term
  have hK : R ^ (2 * l + 1) ≠ 0 := (pow_pos hR _).ne'
  have hP : R ^ l ≠ 0 := (pow_pos hR _).ne'
  have hq : r ^ l ≠ 0 := (pow_pos hr _).ne'
  have hl : (2 * l + 1 : ℝ) ≠ 0 := by positivity
  simp only [splitPotential, wallSol, pow_add r l, pow_one, Nat.cast_add, Nat.cast_one]
  generalize R ^ (2 * l + 1) = K at hK ⊢
  generalize R ^ l = P at hP ⊢
  generalize r ^ l = p at hq ⊢
  field_simp
  ring

/-- The potential takes the value `b` on the sphere and solves the radial Poisson equation
`(r² V')' = l(l+1) V - 4π r² ρ` inside it. -/
theorem potential_solves_poisson (l : ℕ) (b : ℝ) (hρ : Continuous ρ) (hR : 0 < R) :
    potential l R b ρ R = b ∧ ∀ r ∈ Ioo 0 R, DifferentiableAt ℝ (potential l R b ρ) r ∧
      HasDerivAt (fun x => x ^ 2 * deriv (potential l R b ρ) x)
        (l * (l + 1) * potential l R b ρ r - 4 * π * r ^ 2 * ρ r) r := by
  have hV : ∀ x ∈ Ioo 0 R,
      HasDerivAt (potential l R b ρ) (radialFlux l R b ρ x / x ^ 2) x := by
    intro x hx
    refine (hasDerivAt_split hρ hR hx.1).congr_of_eventuallyEq ?_
    filter_upwards [isOpen_Ioo.mem_nhds hx] with y hy
    exact potential_eq_split hρ hy.1 hy.2.le
  constructor
  · have hw : wallSol l R R = 0 := by
      have e : R ^ (2 * l + 1) = R ^ l * R ^ (l + 1) := by ring
      rw [wallSol, e, div_mul_eq_div_div, div_self (pow_pos hR l).ne', sub_self]
    rw [potential_eq_split hρ hR le_rfl, splitPotential, hw, shell,
      intervalIntegral.integral_same, div_self (pow_pos hR l).ne']
    ring
  · intro r hr
    refine ⟨(hV r hr).differentiableAt, ?_⟩
    rw [potential_eq_split hρ hr.1 hr.2.le]
    refine (hasDerivAt_flux hρ hR hr.1).congr_of_eventuallyEq ?_
    filter_upwards [isOpen_Ioo.mem_nhds hr] with x hx
    rw [(hV x hx).deriv, mul_div_cancel₀ _ (pow_pos hx.1 2).ne']

/-- The slope of the potential at the sphere, taken from inside, depends on the density
only through its multipole moment. -/
theorem boundary_slope (l : ℕ) (b : ℝ) (hρ : Continuous ρ) (hR : 0 < R) :
    HasDerivWithinAt (potential l R b ρ)
      (l * b / R - 4 * π / R ^ (l + 2) * multipole l ρ R) (Iic R) R := by
  have h := (hasDerivAt_split (l := l) (b := b) hρ hR hR).hasDerivWithinAt (s := Iic R)
  have e : radialFlux l R b ρ R / R ^ 2
      = l * b / R - 4 * π / R ^ (l + 2) * multipole l ρ R := by
    have e1 : R ^ (2 * l + 1) = R ^ l * R ^ l * R := by ring
    have hP : R ^ l ≠ 0 := (pow_pos hR _).ne'
    have hl : (2 * l + 1 : ℝ) ≠ 0 := by positivity
    simp only [radialFlux, shell, intervalIntegral.integral_same, e1, pow_add R l, pow_one]
    generalize R ^ l = P at hP ⊢
    field_simp
    ring
  rw [e] at h
  refine h.congr_of_eventuallyEq ?_ (potential_eq_split hρ hR le_rfl)
  filter_upwards [self_mem_nhdsWithin, mem_nhdsWithin_of_mem_nhds (Ioi_mem_nhds hR)]
    with x hx hx0
  exact potential_eq_split hρ hx0 hx

/-- With equal boundary values, a density and a pseudo-density give the same slope at the
sphere exactly when their multipole moments agree. -/
theorem same_slope_iff_same_multipole (l : ℕ) (b : ℝ) {σ : ℝ → ℝ} (hρ : Continuous ρ)
    (hσ : Continuous σ) (hR : 0 < R) :
    derivWithin (potential l R b ρ) (Iic R) R = derivWithin (potential l R b σ) (Iic R) R ↔
      multipole l ρ R = multipole l σ R := by
  have hc : 4 * π / R ^ (l + 2) ≠ 0 := by positivity
  rw [(boundary_slope l b hρ hR).derivWithin (uniqueDiffWithinAt_Iic R),
    (boundary_slope l b hσ hR).derivWithin (uniqueDiffWithinAt_Iic R),
    sub_right_inj, mul_right_inj' hc]

/-- If `b` is the free-space multipole potential at the sphere, the slope from inside is
`-(l+1) b / R`. -/
theorem free_space_slope (l : ℕ) (hρ : Continuous ρ) (hR : 0 < R)
    (hb : b = 4 * π / (2 * l + 1) * multipole l ρ R / R ^ (l + 1)) :
    HasDerivWithinAt (potential l R b ρ) (-(l + 1) * b / R) (Iic R) R := by
  refine (boundary_slope l b hρ hR).congr_deriv ?_
  have hP : R ^ l ≠ 0 := (pow_pos hR _).ne'
  have hl : (2 * l + 1 : ℝ) ≠ 0 := by positivity
  simp only [hb, pow_add R l, pow_one]
  generalize R ^ l = P at hP ⊢
  field_simp
  ring

end

end WeinertSphere
```

```lean
#print axioms WeinertSphere.potential_solves_poisson
#print axioms WeinertSphere.boundary_slope
#print axioms WeinertSphere.same_slope_iff_same_multipole
#print axioms WeinertSphere.free_space_slope
```

```
'WeinertSphere.potential_solves_poisson' depends on axioms: [propext, Classical.choice, Quot.sound]
'WeinertSphere.boundary_slope' depends on axioms: [propext, Classical.choice, Quot.sound]
'WeinertSphere.same_slope_iff_same_multipole' depends on axioms: [propext, Classical.choice, Quot.sound]
'WeinertSphere.free_space_slope' depends on axioms: [propext, Classical.choice, Quot.sound]
```

## How the proof follows the calculation

`green_factor` rewrites g in terms of u. `potential_eq_split` then evaluates the integrand on each side of s = r, where the minimum and maximum are known, and joins the two integrals. Joining them requires integrability, which follows from continuity of the integrand for r > 0.

`hasDerivAt_power` writes the derivative of r^n as n r^n / r, a form that also holds for n = 0. `hasDerivAt_multipole` and `hasDerivAt_shell` are the fundamental theorem of calculus at the upper and lower limit. For the shell integral, continuity is used only at positive radii, because u is singular at zero.

`hasDerivAt_split` and `hasDerivAt_flux` are the two differentiations. In each, the product rule produces a long expression, and `congr_deriv` leaves the task of showing that it equals the intended one. The powers are replaced by single letters, after which `field_simp` and `ring` carry out the cancellation of the limit terms in the first case and the Wronskian identity in the second.

The main theorem transfers these derivatives to V, which agrees with the split form in a neighbourhood of every interior point. At the surface the agreement is proved only from inside, so `boundary_slope` restricts the derivative to `Iic R`. Finally, `same_slope_iff_same_multipole` removes the common term l b/R and the nonzero factor 4π/R^(l+2).
